# The inner product of two qubit states in terms of their amplitudes

The lemma computes the inner product of two vectors of a two-level system, each written as a superposition of the basis vectors `up` = (1, 0) and `down` = (0, 1) of ℂ². The inner product is the standard one on ℂ², conjugate-linear in its first argument and linear in its second, as in Dirac's ⟨φ|ψ⟩. For amplitudes a, b in the first vector and c, d in the second, it equals āc + b̄d, where the bar denotes complex conjugation. The amplitudes are arbitrary complex numbers, so the vectors need not be normalised. The attempt gives a single `simp` call the coordinate formula for the inner product, the expansion of a sum over two indices, the definitions of the basis vectors and commutativity of multiplication.

Lean 4 with Mathlib refuses this proof:

```lean
import Mathlib

open Set Filter Topology
open scoped ComplexConjugate

namespace DrivenSpeedLimit

noncomputable section

/-- The state space of a two-level system. -/
abbrev Qubit := EuclideanSpace ℂ (Fin 2)

/-- The first basis state. -/
def up : Qubit := !₂[1, 0]

/-- The second basis state. -/
def down : Qubit := !₂[0, 1]

/-- The inner product of two qubit states in terms of their amplitudes. -/
theorem qubit_inner (a b c d : ℂ) :
    inner ℂ (a • up + b • down) (c • up + d • down) = conj a * c + conj b * d := by
  simp [PiLp.inner_apply, Fin.sum_univ_two, up, down, mul_comm]

end

end DrivenSpeedLimit
```

The compiler's answer:

```
Main.lean:21:81: error: unsolved goals
a b c d : ℂ
⊢ c * ((starRingEnd ℂ) a * ↑‖!₂[1, 0]‖ ^ 2) + d * ((starRingEnd ℂ) b * ↑‖!₂[0, 1]‖ ^ 2) =
    c * (starRingEnd ℂ) a + d * (starRingEnd ℂ) b
```

Diagnosis. The error shows a goal that is true but unfinished. Both sides agree except for the factors `‖!₂[1, 0]‖ ^ 2` and `‖!₂[0, 1]‖ ^ 2`, each of which equals 1.

These factors show that `simp` did not expand the whole inner product in coordinates. It split the inner product over the two superpositions, pulling out `c` and `d` unchanged and `a` and `b` conjugated. The cross terms between the two different basis vectors were simplified away, and the inner product of each basis vector with itself was rewritten as a squared norm. `PiLp.inner_apply` rewrites inner products, not norms, so it could no longer act on these terms, and the call did not evaluate the norms by other means.

The repair fixes the order. `rw [PiLp.inner_apply, Fin.sum_univ_two]` first turns the whole inner product into a sum over coordinates and writes out its two terms, each an inner product of complex numbers. No inner product of vectors is left, so the norms of the basis vectors cannot arise. The following `simp [up, down, mul_comm]` only has to evaluate the coordinates, which are a, b and c, d, turn the scalar inner products into products with a conjugate, and match the order of the factors. The two lemmas now used by `rw` are dropped from the `simp` list because their work is already done.

As a diff, the version that Lean accepts:

```diff
@@ -20,5 +20,6 @@
 theorem qubit_inner (a b c d : ℂ) :
     inner ℂ (a • up + b • down) (c • up + d • down) = conj a * c + conj b * d := by
-  simp [PiLp.inner_apply, Fin.sum_univ_two, up, down, mul_comm]
+  rw [PiLp.inner_apply, Fin.sum_univ_two]
+  simp [up, down, mul_comm]
 
 end
```
